# Invertible linear encodings carry Pauli strings to Pauli strings

Take two fermionic modes with occupations $f_0$ and $f_1$. Store $f_0$ in qubit 0 and the parity $f_0+f_1$ (mod 2) in qubit 1. Operators that were written for the occupations must now be rewritten for the qubits. The sign $(-1)^{f_1}$, which is $Z$ on mode 1, is the product of the signs of both qubits, because $f_1 = f_0 + (f_0+f_1)$. So it becomes $Z_0Z_1$. A flip of mode 0 changes both stored bits, so it becomes $X_0X_1$. The change of basis is a CNOT gate, and each Pauli string has gone to a single Pauli string.

## The rule for a general binary matrix

Let $B$ be an $n\times n$ matrix over $\mathbb Z/2$, and let $U|f\rangle=|Bf\rangle$. For bit vectors $x,z$ define the Pauli string
$$P(x,z)|b\rangle=(-1)^{z\cdot b}|b+x\rangle .$$
The vector $z$ marks the $Z$ factors, which act first, and $x$ marks the flips. Where both are 1 the factor is $XZ=-iY$, so $Y$ appears up to a phase.

**Claim.** $U$ is unitary exactly when $B$ is invertible, and then $U\,P(x,z)\,U^\dagger=P(Bx,(B^{-1})^{T}z)$.

For unitarity, compute the overlaps: $\langle f|U^\dagger U|g\rangle=\langle Bf|Bg\rangle$ is 1 if $Bf=Bg$ and 0 otherwise. This is the identity matrix exactly when $B$ is injective, which for a square matrix means invertible. Since $U$ is square, $U^\dagger U=1$ also gives $UU^\dagger=1$.

Next, for every $B$,
$$U\,P(x,B^Tz)|b\rangle=(-1)^{(B^Tz)\cdot b}|B(b+x)\rangle,$$
$$P(Bx,z)\,U|b\rangle=(-1)^{z\cdot(Bb)}|Bb+Bx\rangle .$$
The states agree by linearity and the signs by $(B^Tz)\cdot b=z\cdot(Bb)$. Hence $U\,P(x,B^Tz)=P(Bx,z)\,U$. If $B$ is invertible, multiplying by $U^\dagger$ on the right gives $U\,P(x,B^Tz)\,U^\dagger=P(Bx,z)$. Replacing $z$ by $(B^{-1})^Tz$ proves the claim, since $B^T(B^{-1})^T=(B^{-1}B)^T=1$.

## Sign strings shrink and flips spread in the parity encoding

Number $m$ modes from 0 and set $B_{ij}=1$ for $j\le i$ and 0 otherwise, so that qubit $i$ stores $f_0+\dots+f_i$. This triangular matrix has ones on its diagonal, hence determinant 1. Let $e_i$ be the $i$-th unit vector. Then $B^Te_i$ is row $i$, which marks modes $0,\dots,i$, and $Be_j$ is column $j$, which marks qubits $j,\dots,m-1$. Therefore
$$Z_0\cdots Z_i\mapsto Z_i,\qquad X_j\,Z_0\cdots Z_i\mapsto (X_j\cdots X_{m-1})\,Z_i .$$
If $j=i+1$, rows $i$ and $j$ differ only in entry $j$, so $B^T(e_i+e_j)=e_j$ and $Z_j\mapsto Z_iZ_j$.

With $i=j-1$ or $i=j$, the second rule covers the Jordan-Wigner Majorana strings up to phase, except $X_0$, which has no $Z$ factor; the claim with $z=0$ sends it to a flip of every qubit. In electronic-structure simulation on qubits, a Hamiltonian on finitely many modes can thus be re-encoded term by term, if the encoding is linear and invertible, with one qubit per mode.

## States, strings and encodings as matrices

The type `n` labels the modes, and also the qubits; it is a finite set here, not a number.

```lean
import Mathlib

open Matrix

namespace ParityEncoding

noncomputable section

variable {n : Type*} [Fintype n] [DecidableEq n]
```

A bit is an element of `ZMod 2`, and `phase` turns it into a sign.

```lean
/-- The sign `(-1)^a` of a bit `a`. -/
def phase (a : ZMod 2) : ℂ := if a = 0 then 1 else -1
```

Occupation patterns and qubit bit strings are both functions `n → ZMod 2`, and these functions index the rows and columns of the complex matrices. In `pauli x z`, column `b` has its one nonzero entry in row `b + x`; `⬝ᵥ` is the dot product modulo 2.

```lean
/-- The Pauli string `P(x,z)`, which sends the basis state `b` to `(-1)^(z·b)` times the
basis state `b + x`. -/
def pauli (x z : n → ZMod 2) : Matrix (n → ZMod 2) (n → ZMod 2) ℂ :=
  Matrix.of fun a b => if a = b + x then phase (z ⬝ᵥ b) else 0
```

The matrix $U$ is `encoder B`, where `*ᵥ` applies a matrix to a vector. No invertibility is required yet.

```lean
/-- The linear encoding of occupation patterns in qubits: the basis state `f` is sent to the
basis state `B f`. -/
def encoder (B : Matrix n n (ZMod 2)) : Matrix (n → ZMod 2) (n → ZMod 2) ℂ :=
  Matrix.of fun a f => if a = B *ᵥ f then 1 else 0
```

Fermionic operators are not defined in this model. Representing them by Pauli strings on the occupations, with the Jordan-Wigner signs, is the step that links these matrices to electrons.

## Unitarity and the conjugation rule

The overlap is a sum over qubit states `a`. `Finset.sum_eq_single` keeps only the term with $a=Bg$.

```lean
/-- The overlap of two encoded basis states is one if their code words agree and zero
otherwise. -/
theorem encoder_overlap (B : Matrix n n (ZMod 2)) (f g : n → ZMod 2) :
    ((encoder B)ᴴ * encoder B) f g = if B *ᵥ f = B *ᵥ g then 1 else 0 := by
  rw [Matrix.mul_apply]
  simp only [conjTranspose_apply, encoder, of_apply]
  -- only the code word of `g` contributes to the sum
  rw [Finset.sum_eq_single (B *ᵥ g)]
  · by_cases h : B *ᵥ f = B *ᵥ g
    · simp [h]
    · simp [h, Ne.symm h]
  · intro a _ ha
    simp [ha]
  · simp
```

The forward direction is by contradiction: two distinct patterns with one code word would have overlap 1 where the identity matrix has 0. The converse compares entries with the identity.

```lean
/-- A linear encoding is unitary exactly when its binary matrix `B` is invertible. -/
theorem encoder_unitary_iff (B : Matrix n n (ZMod 2)) :
    encoder B ∈ Matrix.unitaryGroup (n → ZMod 2) ℂ ↔ IsUnit B := by
  rw [mem_unitaryGroup_iff', star_eq_conjTranspose, ← Matrix.mulVec_injective_iff_isUnit]
  constructor
  · intro h f g hfg
    have hfg' : B *ᵥ f = B *ᵥ g := hfg
    by_contra hne
    -- two distinct states with one code word would have overlap one
    have e := encoder_overlap B f g
    rw [h, Matrix.one_apply_ne hne, if_pos hfg'] at e
    exact zero_ne_one e
  · intro h
    ext f g
    rw [encoder_overlap, Matrix.one_apply]
    by_cases e : f = g
    · simp [e]
    · have hne : ¬ B *ᵥ f = B *ᵥ g := fun k => e (h k)
      rw [if_neg hne, if_neg e]
```

The exchange rule holds for every `B`. The facts `hl` and `hr` evaluate the two matrix products, whose only contributing intermediate states are $b+x$ and $Bb$. The last line matches the states and the signs.

```lean
/-- Applying `P(x, Bᵀz)` and then encoding is the same as encoding and then applying
`P(Bx, z)`, for every binary matrix `B`. -/
theorem encoder_mul_pauli (B : Matrix n n (ZMod 2)) (x z : n → ZMod 2) :
    encoder B * pauli x (Bᵀ *ᵥ z) = pauli (B *ᵥ x) z * encoder B := by
  ext a b
  have hl : (encoder B * pauli x (Bᵀ *ᵥ z)) a b =
      if a = B *ᵥ (b + x) then phase ((Bᵀ *ᵥ z) ⬝ᵥ b) else 0 := by
    rw [Matrix.mul_apply, Finset.sum_eq_single (b + x)]
    · simp [encoder, pauli]
    · intro c _ hc
      simp [pauli, hc]
    · simp
  have hr : (pauli (B *ᵥ x) z * encoder B) a b =
      if a = B *ᵥ b + B *ᵥ x then phase (z ⬝ᵥ (B *ᵥ b)) else 0 := by
    rw [Matrix.mul_apply, Finset.sum_eq_single (B *ᵥ b)]
    · simp [encoder, pauli]
    · intro c _ hc
      simp [encoder, hc]
    · simp
  -- the two phases agree because `(Bᵀz)·b = z·(Bb)`
  rw [hl, hr, Matrix.mulVec_add, Matrix.mulVec_transpose, Matrix.dotProduct_mulVec]
```

Invertibility enters as `hB`, which supplies $UU^\dagger=1$.

```lean
/-- For invertible `B`, conjugation by the encoding turns `P(x, Bᵀz)` into `P(Bx, z)`. -/
theorem encoder_conj_transpose {B : Matrix n n (ZMod 2)} (hB : IsUnit B)
    (x z : n → ZMod 2) :
    encoder B * pauli x (Bᵀ *ᵥ z) * (encoder B)ᴴ = pauli (B *ᵥ x) z := by
  have h : encoder B * (encoder B)ᴴ = 1 :=
    mem_unitaryGroup_iff.mp ((encoder_unitary_iff B).mpr hB)
  rw [encoder_mul_pauli, Matrix.mul_assoc, h, Matrix.mul_one]
```

The claimed rule follows by the substitution above, with `hz` stating that $B^T(B^{-1})^Tz=z$.

```lean
/-- For invertible `B`, conjugation by the encoding turns the Pauli string `P(x, z)` into the
Pauli string `P(Bx, (B⁻¹)ᵀz)`. -/
theorem encoder_conj_pauli {B : Matrix n n (ZMod 2)} (hB : IsUnit B) (x z : n → ZMod 2) :
    encoder B * pauli x z * (encoder B)ᴴ = pauli (B *ᵥ x) ((B⁻¹)ᵀ *ᵥ z) := by
  have hz : Bᵀ *ᵥ ((B⁻¹)ᵀ *ᵥ z) = z := by
    rw [Matrix.mulVec_mulVec, ← Matrix.transpose_mul,
      Matrix.nonsing_inv_mul B ((Matrix.isUnit_iff_isUnit_det B).mp hB),
      Matrix.transpose_one, Matrix.one_mulVec]
  have h := encoder_conj_transpose hB x ((B⁻¹)ᵀ *ᵥ z)
  rwa [hz] at h
```

## The parity rules in Lean

The modes are now `Fin m`, numbered from 0.

```lean
/-- The matrix of the parity encoding: qubit `i` stores the parity of the occupations of
modes `0` to `i`. -/
def parityMatrix (m : ℕ) : Matrix (Fin m) (Fin m) (ZMod 2) :=
  Matrix.of fun i j => if j ≤ i then 1 else 0
```

The determinant of a lower triangular matrix is the product of its diagonal entries, here all 1.

```lean
/-- The matrix of the parity encoding is invertible. -/
theorem isUnit_parityMatrix (m : ℕ) : IsUnit (parityMatrix m) := by
  have h : (parityMatrix m).det = 1 := by
    rw [Matrix.det_of_isLowerTriangular]
    · simp [parityMatrix]
    · intro i j hij
      have hij' : i < j := OrderDual.toDual_lt_toDual.mp hij
      simp [parityMatrix, not_le_of_gt hij']
  rw [Matrix.isUnit_iff_isUnit_det, h]
  exact isUnit_one
```

The unit vector $e_i$ is written `Pi.single i 1`. The next lemma computes $B^Te_i$.

```lean
/-- Row `i` of the parity matrix marks the modes `0` to `i`. -/
theorem parityMatrix_row {m : ℕ} (i : Fin m) :
    (parityMatrix m)ᵀ *ᵥ Pi.single i 1 = fun k => if k ≤ i then 1 else 0 := by
  funext k
  change ∑ l, parityMatrix m l k * (Pi.single i 1 : Fin m → ZMod 2) l = _
  simp [parityMatrix, Pi.single_apply]
```

Putting $x=0$ and $z=e_i$ into the transposed form of the rule gives the result for a string of $Z$ factors.

```lean
/-- In the parity encoding, a string of `Z` on modes `0` to `i` becomes a single `Z` on
qubit `i`. -/
theorem parity_string {m : ℕ} (i : Fin m) :
    encoder (parityMatrix m) * pauli 0 (fun k => if k ≤ i then 1 else 0) *
      (encoder (parityMatrix m))ᴴ = pauli 0 (Pi.single i 1) := by
  have h := encoder_conj_transpose (isUnit_parityMatrix m) 0 (Pi.single i 1)
  rwa [Matrix.mulVec_zero, parityMatrix_row] at h
```

With a flip of mode `j` added, `hx` computes column $j$ of the matrix. The indices `i` and `j` are independent.

```lean
/-- In the parity encoding, a string of `Z` on modes `0` to `i` followed by a flip of mode `j`
becomes a `Z` on qubit `i` followed by a flip of every qubit from `j` onward. -/
theorem parity_string_flip {m : ℕ} (i j : Fin m) :
    encoder (parityMatrix m) * pauli (Pi.single j 1) (fun k => if k ≤ i then 1 else 0) *
      (encoder (parityMatrix m))ᴴ =
      pauli (fun k => if j ≤ k then 1 else 0) (Pi.single i 1) := by
  have hx : parityMatrix m *ᵥ Pi.single j 1 = fun k => if j ≤ k then 1 else 0 := by
    funext k
    change ∑ l, parityMatrix m k l * (Pi.single j 1 : Fin m → ZMod 2) l = _
    simp [parityMatrix, Pi.single_apply]
  have h := encoder_conj_transpose (isUnit_parityMatrix m) (Pi.single j 1) (Pi.single i 1)
  rwa [hx, parityMatrix_row] at h
```

For a single $Z$, the hypothesis `hij` says that `j` directly follows `i`. Mode 0 has no predecessor, and its $Z$ stays a single $Z$ by `parity_string`. The proof adds rows $i$ and $j$ entry by entry: for $k<j$ both contain a 1 and the sum is $1+1=0$, for $k=j$ only row $j$ does, and for $k>j$ neither does.

```lean
/-- In the parity encoding, `Z` on a mode `j` that directly follows mode `i` becomes the
product of `Z` on qubit `i` and `Z` on qubit `j`. -/
theorem parity_single_Z {m : ℕ} (i j : Fin m) (hij : (i : ℕ) + 1 = j) :
    encoder (parityMatrix m) * pauli 0 (Pi.single j 1) * (encoder (parityMatrix m))ᴴ =
      pauli 0 (Pi.single i 1 + Pi.single j 1) := by
  -- the strings ending at `i` and at `j` differ only in mode `j`
  have hz : (parityMatrix m)ᵀ *ᵥ (Pi.single i 1 + Pi.single j 1) = Pi.single j 1 := by
    rw [Matrix.mulVec_add, parityMatrix_row, parityMatrix_row]
    funext k
    simp only [Pi.add_apply, Pi.single_apply]
    rcases lt_trichotomy k j with h | h | h
    · have h1 : k ≤ i := by
        rw [Fin.lt_def] at h
        rw [Fin.le_def]
        omega
      rw [if_pos h1, if_pos h.le, if_neg h.ne]
      decide
    · have h1 : ¬ k ≤ i := by
        rw [Fin.le_def, h]
        omega
      rw [if_neg h1, if_pos h.le, if_pos h, zero_add]
    · have h1 : ¬ k ≤ i := by
        rw [Fin.lt_def] at h
        rw [Fin.le_def]
        omega
      rw [if_neg h1, if_neg (not_le_of_gt h), if_neg h.ne', zero_add]
  have h := encoder_conj_transpose (isUnit_parityMatrix m) 0 (Pi.single i 1 + Pi.single j 1)
  rwa [Matrix.mulVec_zero, hz] at h

end

end ParityEncoding
```

```lean
#print axioms ParityEncoding.encoder_conj_pauli
-- 'ParityEncoding.encoder_conj_pauli' depends on axioms: [propext, Classical.choice, Quot.sound]
#print axioms ParityEncoding.parity_string
-- 'ParityEncoding.parity_string' depends on axioms: [propext, Classical.choice, Quot.sound]
#print axioms ParityEncoding.parity_string_flip
-- 'ParityEncoding.parity_string_flip' depends on axioms: [propext, Classical.choice, Quot.sound]
#print axioms ParityEncoding.parity_single_Z
-- 'ParityEncoding.parity_single_Z' depends on axioms: [propext, Classical.choice, Quot.sound]
```
